# Loewdin partitioning for one site and mutually uncoupled levels: energy equation and site weight away from the level energies

Take one site of energy $a$, coupled by $V \neq 0$ to a single level of the same energy. The level's row of the eigenvalue equation gives its amplitude as $V^*/(E-a)$ times the site amplitude. Putting this into the site's row gives $E = a + |V|^2/(E-a)$, so $E = a \pm |V|$, and each eigenvector has half its weight on the site. The function $\Delta(z) = |V|^2/(z-a)$ seems to know this too: its slope at both energies is $-1$, and $1/(1-(-1)) = 1/2$.

I believe the same holds for a site coupled by $V_k$ to several levels $e_k$. With $\Delta(z) = \sum_k |V_k|^2/(z-e_k)$, a unit eigenvector whose eigenvalue $E$ differs from every $e_k$ should satisfy $E = a + \Delta(E)$ and have site weight $1/(1-\Delta'(E))$. I use this all the time, but I tend to wave my hands when dividing by the site amplitude. Can it be proved rigorously, with a proof that a machine has checked?

## Yes: eliminating the levels gives both formulas

Let $c$ be the site amplitude and $\psi_k$ the amplitude on level $k$. The levels couple to the site but not to each other, so the eigenvalue equation consists of one site row and one row per level:

$$a\,c + \sum_k V_k \psi_k = E\,c, \qquad V_k^*\,c + e_k \psi_k = E\,\psi_k .$$

Since $E \neq e_k$, each level row can be solved:

$$\psi_k = \frac{V_k^*}{E-e_k}\,c .$$

Everything else follows from this expression. Inserted into the site row, it gives

$$a\,c + \sum_k \frac{|V_k|^2}{E-e_k}\,c = E\,c, \qquad\text{that is,}\qquad \bigl(a+\Delta(E)\bigr)c = E\,c .$$

Inserted into the normalisation condition, it gives

$$1 = |c|^2 + \sum_k |\psi_k|^2 = |c|^2\left(1+\sum_k \frac{|V_k|^2}{(E-e_k)^2}\right).$$

This second equation settles your worry about the division. If $c$ were zero, the right-hand side would be zero, not one. So $c \neq 0$, it cancels from the site row, and $E = a + \Delta(E)$.

For the weight, differentiate $\Delta$ term by term:

$$\Delta'(E) = -\sum_k \frac{|V_k|^2}{(E-e_k)^2}.$$

The bracket in the normalisation condition is therefore $1-\Delta'(E)$. It is at least one, so we may divide by it:

$$|c|^2 = \frac{1}{1-\Delta'(E)} .$$

With no levels at all, $\Delta$ vanishes and the formulas reduce to $E = a$ and $|c|^2 = 1$.

The elimination also runs backwards. If $E$ avoids all the levels and solves $E = a+\Delta(E)$, set $c = 1$ and $\psi_k = V_k^*/(E-e_k)$. The level rows hold by construction, and the site row is the energy equation. This vector has squared norm $1-\Delta'(E)$, so after normalisation its site weight is again $1/(1-\Delta'(E))$.

## What happens at a level energy

The condition $E \neq e_k$ excludes eigenvectors that really occur. Suppose two distinct levels $k$ and $l$ have the same energy and $V_l \neq 0$. Put amplitude $V_l$ on level $k$, amplitude $-V_k$ on level $l$, and nothing anywhere else. The two contributions to the site row are $V_kV_l$ and $-V_lV_k$, which cancel, so this is an eigenvector with eigenvalue $e_k$. Normalised, its amplitudes are $V_l/\sqrt{|V_k|^2+|V_l|^2}$ and $-V_k/\sqrt{|V_k|^2+|V_l|^2}$. Its site amplitude is zero, so there is nothing to cancel in the site row, and $\Delta$ has a pole at its energy.

## The Lean file

```lean
import Mathlib

open Matrix ComplexConjugate

namespace LoewdinPartitioning

noncomputable section

variable {ι : Type*} [Fintype ι]

/-- The hybridization function `Δ(z) = ∑ |V k|² / (z - e k)`, for real `z` different from
all level energies `e k`. -/
def hybridization (V : ι → ℂ) (e : ι → ℝ) (z : ℝ) : ℝ :=
  ∑ k, ‖V k‖ ^ 2 / (z - e k)

/-- Away from the levels, the hybridization function has the derivative
`-∑ |V k|² / (E - e k)²`. -/
theorem hasDerivAt_hybridization (V : ι → ℂ) (e : ι → ℝ) {E : ℝ} (hE : ∀ k, E ≠ e k) :
    HasDerivAt (hybridization V e) (-∑ k, ‖V k‖ ^ 2 / (E - e k) ^ 2) E := by
  have hk : ∀ k ∈ (Finset.univ : Finset ι),
      HasDerivAt (fun z : ℝ => ‖V k‖ ^ 2 / (z - e k)) (-(‖V k‖ ^ 2 / (E - e k) ^ 2)) E := by
    intro k _
    have h1 := (hasDerivAt_const E (‖V k‖ ^ 2)).fun_div
      ((hasDerivAt_id' E).sub_const (e k)) (sub_ne_zero.mpr (hE k))
    exact h1.congr_deriv (by ring)
  have h := HasDerivAt.fun_sum hk
  rw [Finset.sum_neg_distrib] at h
  exact h

/-- Away from the levels, `1 - Δ'(E)` is at least one. -/
theorem one_le_one_sub_deriv (V : ι → ℂ) (e : ι → ℝ) {E : ℝ} (hE : ∀ k, E ≠ e k) :
    1 ≤ 1 - deriv (hybridization V e) E := by
  rw [(hasDerivAt_hybridization V e hE).deriv]
  have h : 0 ≤ ∑ k, ‖V k‖ ^ 2 / (E - e k) ^ 2 := by positivity
  linarith

/-- For level amplitudes `conj (V k) / (E - e k) * c`, the sum of the couplings times the amplitudes
is the hybridization function at `E` times `c`. -/
theorem sum_coupling (V : ι → ℂ) (e : ι → ℝ) (E : ℝ) (c : ℂ) :
    ∑ k, V k * (conj (V k) / ((E : ℂ) - e k) * c) = (hybridization V e E : ℂ) * c := by
  rw [hybridization, Complex.ofReal_sum, Finset.sum_mul]
  refine Finset.sum_congr rfl fun k _ => ?_
  have h : V k * conj (V k) = ((‖V k‖ ^ 2 : ℝ) : ℂ) := by
    rw [Complex.mul_conj, Complex.normSq_eq_norm_sq]
  push_cast at h ⊢
  linear_combination (c / ((E : ℂ) - e k)) * h

variable [DecidableEq ι]

/-- The Hamiltonian of a site `none` of energy `a`, coupled by `V k` to levels `some k` of
energy `e k`; the levels are not coupled to each other. -/
def hamiltonian (a : ℝ) (V : ι → ℂ) (e : ι → ℝ) : Matrix (Option ι) (Option ι) ℂ :=
  Matrix.of fun i j => match i, j with
    | none, none => (a : ℂ)
    | none, some k => V k
    | some k, none => conj (V k)
    | some k, some l => if k = l then (e k : ℂ) else 0

omit [Fintype ι] in
/-- The Hamiltonian is Hermitian. -/
theorem hamiltonian_isHermitian (a : ℝ) (V : ι → ℂ) (e : ι → ℝ) :
    (hamiltonian a V e).IsHermitian := by
  ext i j
  rcases i with _ | k <;> rcases j with _ | l
  · simp [hamiltonian, Matrix.conjTranspose_apply]
  · simp [hamiltonian, Matrix.conjTranspose_apply]
  · simp [hamiltonian, Matrix.conjTranspose_apply]
  · by_cases h : k = l
    · subst h
      simp [hamiltonian, Matrix.conjTranspose_apply]
    · simp [hamiltonian, Matrix.conjTranspose_apply, h, Ne.symm h]

/-- The eigenvalue equation is equivalent to one equation for the site and one for
each level. -/
theorem eigen_iff (a : ℝ) (V : ι → ℂ) (e : ι → ℝ) (E : ℝ) (ψ : Option ι → ℂ) :
    hamiltonian a V e *ᵥ ψ = (E : ℂ) • ψ ↔
      (a : ℂ) * ψ none + ∑ k, V k * ψ (some k) = E * ψ none ∧
      ∀ k, conj (V k) * ψ none + e k * ψ (some k) = E * ψ (some k) := by
  have h0 : (hamiltonian a V e *ᵥ ψ) none = a * ψ none + ∑ k, V k * ψ (some k) := by
    simp [Matrix.mulVec, dotProduct, Fintype.sum_option, hamiltonian]
  have h1 : ∀ k, (hamiltonian a V e *ᵥ ψ) (some k)
      = conj (V k) * ψ none + e k * ψ (some k) := by
    intro k
    simp [Matrix.mulVec, dotProduct, Fintype.sum_option, hamiltonian]
  rw [funext_iff, Option.forall]
  simp only [h0, h1, Pi.smul_apply, smul_eq_mul]

/-- In an eigenvector whose eigenvalue avoids all levels, the site amplitude fixes
every level amplitude. -/
theorem level_amplitude {a : ℝ} {V : ι → ℂ} {e : ι → ℝ} {E : ℝ} {ψ : Option ι → ℂ}
    (hψ : hamiltonian a V e *ᵥ ψ = (E : ℂ) • ψ) (hE : ∀ k, E ≠ e k) (k : ι) :
    ψ (some k) = conj (V k) / ((E : ℂ) - e k) * ψ none := by
  have h0 : (E : ℂ) - e k ≠ 0 := by
    rw [← Complex.ofReal_sub]
    exact Complex.ofReal_ne_zero.mpr (sub_ne_zero.mpr (hE k))
  have hk := ((eigen_iff a V e E ψ).mp hψ).2 k
  rw [div_mul_eq_mul_div, eq_div_iff h0]
  linear_combination -hk

/-- The squared norm of an eigenvector whose eigenvalue avoids all levels is its site
weight times `1 + ∑ |V k|² / (E - e k)²`. -/
theorem norm_sq_eq {a : ℝ} {V : ι → ℂ} {e : ι → ℝ} {E : ℝ} {ψ : Option ι → ℂ}
    (hψ : hamiltonian a V e *ᵥ ψ = (E : ℂ) • ψ) (hE : ∀ k, E ≠ e k) :
    ∑ i, ‖ψ i‖ ^ 2 = ‖ψ none‖ ^ 2 * (1 + ∑ k, ‖V k‖ ^ 2 / (E - e k) ^ 2) := by
  rw [Fintype.sum_option, mul_add, mul_one, Finset.mul_sum]
  congr 1
  refine Finset.sum_congr rfl fun k _ => ?_
  rw [level_amplitude hψ hE k, norm_mul, norm_div, RCLike.norm_conj, ← Complex.ofReal_sub,
    Complex.norm_real, mul_pow, div_pow, Real.norm_eq_abs, sq_abs]
  ring

/-- For a unit eigenvector whose eigenvalue `E` differs from all level energies,
`E = a + Δ(E)` and the site weight is `1 / (1 - Δ'(E))`. -/
theorem energy_and_site_weight {a : ℝ} {V : ι → ℂ} {e : ι → ℝ} {E : ℝ} {ψ : Option ι → ℂ}
    (hψ : hamiltonian a V e *ᵥ ψ = (E : ℂ) • ψ) (hn : ∑ i, ‖ψ i‖ ^ 2 = 1)
    (hE : ∀ k, E ≠ e k) :
    E = a + hybridization V e E ∧
      ‖ψ none‖ ^ 2 = 1 / (1 - deriv (hybridization V e) E) := by
  rw [norm_sq_eq hψ hE] at hn
  constructor
  · -- normalisation excludes a vanishing site amplitude
    have h0 : ψ none ≠ 0 := by
      intro h
      rw [h] at hn
      simp at hn
    -- insert the level amplitudes into the site equation and cancel
    have hs := ((eigen_iff a V e E ψ).mp hψ).1
    have hsum : ∑ k, V k * ψ (some k) = (hybridization V e E : ℂ) * ψ none := by
      rw [← sum_coupling]
      exact Finset.sum_congr rfl fun k _ => by rw [level_amplitude hψ hE k]
    rw [hsum] at hs
    have hc : (E : ℂ) = a + hybridization V e E :=
      mul_right_cancel₀ h0 (by linear_combination -hs)
    exact_mod_cast hc
  · have hpos : 0 < 1 + ∑ k, ‖V k‖ ^ 2 / (E - e k) ^ 2 := by positivity
    rw [(hasDerivAt_hybridization V e hE).deriv, sub_neg_eq_add, eq_div_iff hpos.ne']
    exact hn

/-- The vector with site amplitude one and level amplitudes `conj (V k) / (E - e k)`, for
`E` different from all level energies. -/
def dressedState (V : ι → ℂ) (e : ι → ℝ) (E : ℝ) : Option ι → ℂ
  | none => 1
  | some k => conj (V k) / ((E : ℂ) - e k)

/-- Conversely, if `E` avoids all levels and solves `E = a + Δ(E)`, then the dressed state
is an eigenvector with eigenvalue `E`. -/
theorem dressedState_eigen {a : ℝ} {V : ι → ℂ} {e : ι → ℝ} {E : ℝ}
    (hE : ∀ k, E ≠ e k) (h : E = a + hybridization V e E) :
    hamiltonian a V e *ᵥ dressedState V e E = (E : ℂ) • dressedState V e E := by
  refine (eigen_iff a V e E _).mpr ⟨?_, fun k => ?_⟩
  · have hs := sum_coupling V e E 1
    simp only [mul_one] at hs
    simp only [dressedState, mul_one]
    rw [hs]
    exact_mod_cast h.symm
  · have h0 : (E : ℂ) - e k ≠ 0 := by
      rw [← Complex.ofReal_sub]
      exact Complex.ofReal_ne_zero.mpr (sub_ne_zero.mpr (hE k))
    have hq := div_mul_cancel₀ (conj (V k)) h0
    simp only [dressedState]
    linear_combination -hq

/-- The combination of levels `k` and `l` with amplitudes `V l` and `-V k`, and with no
amplitude on the site. -/
def darkState (V : ι → ℂ) (k l : ι) : Option ι → ℂ
  | none => 0
  | some j => (if j = k then V l else 0) - (if j = l then V k else 0)

/-- If two distinct levels `k` and `l` have the same energy and `V l ≠ 0`, their dark state
is a nonzero eigenvector with eigenvalue `e k`. -/
theorem darkState_eigen (a : ℝ) {V : ι → ℂ} {e : ι → ℝ} {k l : ι}
    (hkl : k ≠ l) (he : e k = e l) (hV : V l ≠ 0) :
    hamiltonian a V e *ᵥ darkState V k l = (e k : ℂ) • darkState V k l ∧
      darkState V k l ≠ 0 := by
  constructor
  · refine (eigen_iff a V e (e k) _).mpr ⟨?_, fun j => ?_⟩
    · -- the two couplings to the site cancel
      simp only [darkState, mul_zero, zero_add, mul_sub, Finset.sum_sub_distrib, mul_ite,
        Finset.sum_ite_eq', Finset.mem_univ, if_true]
      ring
    · by_cases h1 : j = k
      · rw [h1]
        simp only [darkState]
        ring
      · by_cases h2 : j = l
        · rw [h2, he]
          simp only [darkState]
          ring
        · simp [darkState, h1, h2]
  · intro h
    have hk := congrFun h (some k)
    simp [darkState, hkl] at hk
    exact hV hk

end

end LoewdinPartitioning
```

```lean
#print axioms LoewdinPartitioning.hamiltonian_isHermitian
#print axioms LoewdinPartitioning.energy_and_site_weight
#print axioms LoewdinPartitioning.dressedState_eigen
#print axioms LoewdinPartitioning.darkState_eigen
```

```
'LoewdinPartitioning.hamiltonian_isHermitian' depends on axioms: [propext, Classical.choice, Quot.sound]
'LoewdinPartitioning.energy_and_site_weight' depends on axioms: [propext, Classical.choice, Quot.sound]
'LoewdinPartitioning.dressedState_eigen' depends on axioms: [propext, Classical.choice, Quot.sound]
'LoewdinPartitioning.darkState_eigen' depends on axioms: [propext, Classical.choice, Quot.sound]
```

## Reading the theorem in physical terms

The levels are labelled by a finite type `ι`, which may be empty. The full basis is `Option ι`: the element `none` is the site and `some k` is level $k$. Thus `ψ none` is the amplitude $c$ above, and `ψ (some k)` is $\psi_k$.

The matrix `hamiltonian a V e` has the site energy `a` and the level energies `e k` on its diagonal. The entry in row `none` and column `some k` is `V k`, and the transposed entry is its complex conjugate. All other entries are zero. The couplings are complex, which is why $|V_k|^2$ appears where real couplings would give $V_k^2$.

The main theorem, `energy_and_site_weight`, has three hypotheses:

- `hψ` says that $\psi$ satisfies the eigenvalue equation with eigenvalue $E$.
- `hn` says that the squared amplitudes sum to one. This is the norm in an orthonormal basis, so the site and level orbitals are taken to have no overlap.
- `hE` says that $E$ differs from every level energy, including the energies of levels with zero coupling.

The conclusion is the pair of formulas you asked for. The function `hybridization V e` is $\Delta$, and `deriv` is the ordinary derivative with respect to a real energy. The eigenvalue is real by type. This loses no generality, because `hamiltonian_isHermitian` shows that the matrix is Hermitian and the eigenvalues of a Hermitian matrix are real.

Two further theorems complete the picture. `dressedState_eigen` is the converse, with the unnormalised vector whose site amplitude is one. `darkState_eigen` is the degenerate pair at a level energy, and it includes the statement that the vector is nonzero.

Loewdin partitioning in general splits the basis into two blocks of any size and folds one into an energy-dependent effective Hamiltonian for the other. The theorem treats a retained block with a single orbital and an eliminated block that is already diagonal. If the environment orbitals couple to each other, one would first diagonalise their block and transform the couplings accordingly, a step that the file leaves to the reader. A continuum of levels, where $\Delta$ acquires an imaginary part and the site level a width, is a different problem.

For electronic structure, the result links the hybridization function of an embedded orbital to that orbital's weight in each one-particle eigenstate whose energy differs from all level energies. The orbital and its environment together form a finite, non-interacting system.

## From the two kinds of row to the site weight

`eigen_iff` turns the matrix equation into the site row and the level rows. It splits the sum over `Option ι` into the `none` term and the sum over levels, and it works in both directions, so it serves the main theorem as well as the two explicit eigenvectors.

`level_amplitude` solves a level row for $\psi_k$. It first shows that $E-e_k$ is nonzero as a complex number, then multiplies the claim through by that denominator. What remains is a rearrangement of the level row, which `linear_combination` verifies.

`sum_coupling` performs the substitution in the site row. It uses $V_kV_k^* = |V_k|^2$ in every term and collects the result as $\Delta(E)\,c$.

`norm_sq_eq` inserts the level amplitudes into the squared norm and takes out the factor $|c|^2$. No normalisation is assumed at this stage.

`hasDerivAt_hybridization` applies the quotient rule to each term of $\Delta$ and adds the results. It proves that the derivative exists at $E$ and gives its value. From that value, `one_le_one_sub_deriv` obtains the bound $1-\Delta'(E) \geq 1$.

The main proof starts by rewriting the normalisation condition with `norm_sq_eq`. For the energy equation, it assumes that the site amplitude vanishes and finds $0 = 1$. With `ψ none ≠ 0` secured, `mul_right_cancel₀` removes the amplitude from the site row, and `exact_mod_cast` carries the resulting complex equation back to the real numbers. For the site weight, it replaces the derivative by its value and multiplies through by the positive bracket. The remaining goal is then exactly the rewritten normalisation condition.

For the converse, `dressedState_eigen` checks both kinds of row, using `sum_coupling` with $c = 1$ for the site. The proof of `darkState_eigen` checks the cancellation in the site row and then treats three cases for the level rows: level $k$, level $l$ and any other level. The vector is nonzero because its amplitude on level $k$ is $V_l$.

## The same slope in a root finder

In a program, the energy equation becomes the search for a zero of

$$f(E) = E - a - \Delta(E), \qquad f'(E) = 1-\Delta'(E).$$

A Newton step divides $f$ by $f'$, so the code already computes the quantity that fixes the site weight. Once the iteration has converged to a root, $1/f'(E)$ is the weight, and no eigenvector needs to be built. Because $f' \geq 1$ away from the levels, $f$ increases strictly between neighbouring level energies and has at most one zero there. A bracketing method can exploit this, whereas an unguarded Newton step may jump across a pole.

For a small test system, diagonalise the full matrix, normalise the eigenvectors and compare their squared site components with $1/f'(E)$, leaving out eigenvalues that coincide with a level energy. The resonant pair from your question is a convenient first input: both roots, $a \pm |V|$, should return a weight of one half.
